# In three dimensions, a function of two position vectors is rotation invariant exactly when it depends only on r₁, r₂ and r₁₂

## Do three distances suffice for a two-electron S state?

Take one electron and a nucleus at the origin. If two positions x and y have the same length, some rotation carries x to y, so a function that no rotation changes has the same value at both. It is therefore a function of ‖x‖ alone.

For two electrons I know the corresponding claim: the spatial wavefunction of an S state, which has six coordinates, depends only on r₁ = ‖x₁‖, r₂ = ‖x₂‖ and r₁₂ = ‖x₁ − x₂‖. I usually see this justified by counting, six coordinates minus three Euler angles. Counting doesn't show that two configurations with the same three distances are always related by a rotation, and it says little about collinear positions or an electron at the nucleus. Can the claim be proved rigorously and checked by machine, with proper rotations as the only assumed symmetry?

## Equal distances force a rotation between the configurations

Yes. The one-electron argument carries over once equal distances are known to give a rotation between the two configurations. It is easiest to find an orthogonal map first and correct its determinant afterwards.

Let xᵢ and yᵢ be two finite families of vectors with ‖xᵢ‖ = ‖yᵢ‖ and ‖xᵢ − xⱼ‖ = ‖yᵢ − yⱼ‖ for all i and j. Expanding the square of a difference gives

2⟨xᵢ, xⱼ⟩ = ‖xᵢ‖² + ‖xⱼ‖² − ‖xᵢ − xⱼ‖²,

and likewise for y, so ⟨xᵢ, xⱼ⟩ = ⟨yᵢ, yⱼ⟩. For any real coefficients cᵢ it follows that

‖Σᵢ cᵢxᵢ‖² = Σᵢⱼ cᵢcⱼ⟨xᵢ, xⱼ⟩ = Σᵢⱼ cᵢcⱼ⟨yᵢ, yⱼ⟩ = ‖Σᵢ cᵢyᵢ‖².

Now define L on the span of the xᵢ by

L(Σᵢ cᵢxᵢ) = Σᵢ cᵢyᵢ.

If two sets of coefficients give the same vector on the left, their difference gives a combination of the xᵢ with norm zero. The same combination of the yᵢ then has norm zero too, so L is well defined, even for linearly dependent vectors. It is linear and preserves norms. The orthogonal complements of the two spans have equal dimension, so mapping an orthonormal basis of one to an orthonormal basis of the other extends L to an orthogonal map A of the whole space, with Axᵢ = yᵢ.

If F is invariant under all orthogonal maps, then

F(x₁, x₂) = F(Ax₁, Ax₂) = F(y₁, y₂).

So F has one value for each attained triple of distances. Call that value f(r₁, r₂, r₁₂), and choose f arbitrarily on triples that no configuration attains. Conversely, ‖Ax₁ − Ax₂‖ = ‖A(x₁ − x₂)‖ = ‖x₁ − x₂‖, so every function of the three distances is invariant.

Suppose now that F is known to be invariant only under proper rotations of three-dimensional space. From AᵀA = 1 we get (det A)² = 1, so det A is 1 or −1. If it is −1, choose a unit vector n perpendicular to both Ax₁ and Ax₂. One exists because two vectors span at most a plane. The mirror reflection

Hv = v − 2⟨n, v⟩n

preserves norms, since ‖Hv‖² = ‖v‖² − 4⟨n, v⟩² + 4⟨n, v⟩². With Cartesian components n₀, n₁, n₂ its determinant is

det H = 1 − 2(n₀² + n₁² + n₂²) = −1,

because the higher-order terms cancel for the rank-one matrix nnᵀ. H leaves Ax₁ and Ax₂ in place, and HA has determinant 1. Hence

F(x₁, x₂) = F(HAx₁, HAx₂) = F(Ax₁, Ax₂),

and F is invariant under all orthogonal maps after all.

With three vectors there may be no such n, and the conclusion fails. The triple product x₀ · (x₁ × x₂) is multiplied by det A under A, so proper rotations leave it alone. It is 1 on the Cartesian basis and (−1)³ = −1 on the inverted basis, although all radii and mutual distances agree.

Here is the complete Lean file.

```lean
import Mathlib

open Module

namespace SStateReduction

noncomputable section

variable {V : Type*} [NormedAddCommGroup V] [InnerProductSpace ℝ V] [FiniteDimensional ℝ V]
variable {β : Type*}

/-- Ordinary three-dimensional position space. -/
abbrev E3 := EuclideanSpace ℝ (Fin 3)

/-- Two configurations of particles with the same radii and the same mutual distances are
carried into each other by an orthogonal transformation. -/
theorem exists_isometry_of_distances {ι : Type*} [Fintype ι] (x y : ι → V)
    (hn : ∀ i, ‖x i‖ = ‖y i‖) (hd : ∀ i j, ‖x i - x j‖ = ‖y i - y j‖) :
    ∃ A : V →ₗᵢ[ℝ] V, ∀ i, A (x i) = y i := by
  classical
  -- the distances fix all inner products
  have hg : ∀ i j, inner ℝ (x i) (x j) = inner ℝ (y i) (y j) := by
    intro i j
    have h1 := norm_sub_sq_real (x i) (x j)
    have h2 := norm_sub_sq_real (y i) (y j)
    rw [hd i j, h2, hn i, hn j] at h1
    linarith
  obtain ⟨P, hP⟩ : ∃ P : (ι → ℝ) →ₗ[ℝ] V, ∀ c, P c = ∑ i, c i • x i :=
    ⟨Fintype.linearCombination ℝ x, fun c => by simp [Fintype.linearCombination_apply]⟩
  obtain ⟨Q, hQ⟩ : ∃ Q : (ι → ℝ) →ₗ[ℝ] V, ∀ c, Q c = ∑ i, c i • y i :=
    ⟨Fintype.linearCombination ℝ y, fun c => by simp [Fintype.linearCombination_apply]⟩
  have hPQ : ∀ c, ‖P c‖ = ‖Q c‖ := by
    intro c
    have h : inner ℝ (P c) (P c) = inner ℝ (Q c) (Q c) := by
      simp only [hP, hQ, sum_inner, inner_sum, real_inner_smul_left, real_inner_smul_right, hg]
    rw [real_inner_self_eq_norm_sq, real_inner_self_eq_norm_sq] at h
    exact (sq_eq_sq₀ (norm_nonneg _) (norm_nonneg _)).mp h
  -- an isometry on the span of the first configuration, then extended to the whole space
  obtain ⟨g, hgr⟩ := P.rangeRestrict.exists_rightInverse_of_surjective P.range_rangeRestrict
  have hPg : ∀ s : LinearMap.range P, P (g s) = s := fun s =>
    congrArg Subtype.val (LinearMap.congr_fun hgr s)
  let L : LinearMap.range P →ₗᵢ[ℝ] V :=
    ⟨Q.comp g, fun s => (hPQ (g s)).symm.trans (congrArg norm (hPg s))⟩
  refine ⟨L.extend, fun i => ?_⟩
  have hxi : P (Pi.single i 1) = x i := by simp [hP, Pi.single_apply]
  have hyi : Q (Pi.single i 1) = y i := by simp [hQ, Pi.single_apply]
  let s : LinearMap.range P := ⟨x i, Pi.single i 1, hxi⟩
  have hs : P (g s) = x i := hPg s
  have h0 : Q (g s - Pi.single i 1) = 0 := by
    rw [← norm_eq_zero, ← hPQ, map_sub, hs, hxi, sub_self, norm_zero]
  rw [map_sub, hyi] at h0
  exact (L.extend_apply s).trans (sub_eq_zero.mp h0)

/-- A function of any finite number of position vectors is invariant under all orthogonal
transformations exactly when it depends only on the radii and the mutual distances. -/
theorem many_particle_invariant_iff {ι : Type*} [Fintype ι] (F : (ι → V) → β) :
    (∀ (A : V →ₗᵢ[ℝ] V) (x : ι → V), F (fun i => A (x i)) = F x) ↔
      ∃ f : (ι → ℝ) → (ι → ι → ℝ) → β,
        ∀ x, F x = f (fun i => ‖x i‖) (fun i j => ‖x i - x j‖) := by
  constructor
  · intro h
    let d : (ι → V) → (ι → ℝ) × (ι → ι → ℝ) :=
      fun x => (fun i => ‖x i‖, fun i j => ‖x i - x j‖)
    have hF : Function.FactorsThrough F d := by
      intro x y hxy
      obtain ⟨A, hA⟩ := exists_isometry_of_distances x y
        (fun i => congrFun (congrArg Prod.fst hxy) i)
        (fun i j => congrFun (congrFun (congrArg Prod.snd hxy) i) j)
      rw [← h A x, funext hA]
    exact ⟨fun a b => Function.extend d F (fun _ => F 0) (a, b),
      fun x => (hF.extend_apply _ x).symm⟩
  · rintro ⟨f, hf⟩ A x
    simp only [hf, ← map_sub, A.norm_map]

/-- Two pairs of vectors with the same three distances are related by an orthogonal
transformation. -/
theorem exists_isometry_pair {x₁ x₂ y₁ y₂ : V} (h₁ : ‖x₁‖ = ‖y₁‖) (h₂ : ‖x₂‖ = ‖y₂‖)
    (h₁₂ : ‖x₁ - x₂‖ = ‖y₁ - y₂‖) : ∃ A : V →ₗᵢ[ℝ] V, A x₁ = y₁ ∧ A x₂ = y₂ := by
  have h₂₁ : ‖x₂ - x₁‖ = ‖y₂ - y₁‖ := by rw [norm_sub_rev, h₁₂, norm_sub_rev]
  obtain ⟨A, hA⟩ := exists_isometry_of_distances ![x₁, x₂] ![y₁, y₂]
    (by intro i; fin_cases i <;> simp [h₁, h₂])
    (by intro i j; fin_cases i <;> fin_cases j <;> simp [h₁₂, h₂₁])
  exact ⟨A, by simpa using hA 0, by simpa using hA 1⟩

/-- A function of two position vectors is invariant under all orthogonal transformations
exactly when it depends only on the two radii and the interparticle distance. -/
theorem orthogonal_invariant_iff (F : V → V → β) :
    (∀ (A : V →ₗᵢ[ℝ] V) (x₁ x₂ : V), F (A x₁) (A x₂) = F x₁ x₂) ↔
      ∃ f : ℝ → ℝ → ℝ → β, ∀ x₁ x₂, F x₁ x₂ = f ‖x₁‖ ‖x₂‖ ‖x₁ - x₂‖ := by
  constructor
  · intro h
    let d : V × V → ℝ × ℝ × ℝ := fun p => (‖p.1‖, ‖p.2‖, ‖p.1 - p.2‖)
    have hF : Function.FactorsThrough (fun p : V × V => F p.1 p.2) d := by
      intro p q hpq
      obtain ⟨A, h1, h2⟩ := exists_isometry_pair (congrArg Prod.fst hpq)
        (congrArg (fun t => t.2.1) hpq) (congrArg (fun t => t.2.2) hpq)
      change F p.1 p.2 = F q.1 q.2
      rw [← h A, h1, h2]
    exact ⟨fun a b c => Function.extend d (fun p => F p.1 p.2) (fun _ => F 0 0) (a, b, c),
      fun x₁ x₂ => (hF.extend_apply _ (x₁, x₂)).symm⟩
  · rintro ⟨f, hf⟩ A x₁ x₂
    simp only [hf, ← map_sub, A.norm_map]

/-- The Cartesian basis of position space. -/
def cartesian : Basis (Fin 3) ℝ E3 := (EuclideanSpace.basisFun (Fin 3) ℝ).toBasis

/-- The determinant of a linear map of space, written with its Cartesian matrix elements. -/
theorem det_eq_entries (f : E3 →ₗ[ℝ] E3) :
    LinearMap.det f = (Matrix.of fun k i => f (EuclideanSpace.single i 1) k).det := by
  rw [← LinearMap.det_toMatrix cartesian]
  congr 1

/-- An orthogonal transformation of space has determinant 1 or -1. -/
theorem det_isometry (A : E3 →ₗᵢ[ℝ] E3) :
    LinearMap.det A.toLinearMap = 1 ∨ LinearMap.det A.toLinearMap = -1 := by
  have hin : ∀ u v : E3, inner ℝ u v = ∑ k, u k * v k := by
    intro u v
    simp [PiLp.inner_apply, mul_comm]
  let M : Matrix (Fin 3) (Fin 3) ℝ := Matrix.of fun k i => A (EuclideanSpace.single i 1) k
  have hM : M.transpose * M = 1 := by
    ext i j
    have h := A.inner_map_map (EuclideanSpace.single i 1) (EuclideanSpace.single j 1)
    rw [hin] at h
    refine Eq.trans h ?_
    fin_cases i <;> fin_cases j <;> simp [hin]
  have h := congrArg Matrix.det hM
  rw [Matrix.det_mul, Matrix.det_transpose, Matrix.det_one] at h
  rw [det_eq_entries]
  exact mul_self_eq_one_iff.mp h

/-- For every unit vector there is an orthogonal transformation of determinant -1 that fixes
all vectors perpendicular to it. -/
theorem exists_mirror (n : E3) (hn : ‖n‖ = 1) :
    ∃ H : E3 →ₗᵢ[ℝ] E3, LinearMap.det H.toLinearMap = -1 ∧
      ∀ v, inner ℝ n v = 0 → H v = v := by
  obtain ⟨T, hT⟩ : ∃ T : E3 →ₗ[ℝ] E3, ∀ v, T v = v - (2 * inner ℝ n v) • n :=
    ⟨{ toFun := fun v => v - (2 * inner ℝ n v) • n
       map_add' := by intro u v; rw [inner_add_right]; module
       map_smul' := by
        intro c v
        rw [real_inner_smul_right, RingHom.id_apply]
        module }, fun _ => rfl⟩
  have hnorm : ∀ v, ‖T v‖ = ‖v‖ := by
    intro v
    refine (sq_eq_sq₀ (norm_nonneg _) (norm_nonneg _)).mp ?_
    rw [hT, norm_sub_sq_real, real_inner_smul_right, norm_smul, hn, real_inner_comm n v,
      mul_one, Real.norm_eq_abs, sq_abs]
    ring
  refine ⟨⟨T, hnorm⟩, ?_, fun v hv => (hT v).trans (by simp [hv])⟩
  have hn2 : n 0 ^ 2 + n 1 ^ 2 + n 2 ^ 2 = 1 := by
    have h := EuclideanSpace.real_norm_sq_eq n
    rw [hn, Fin.sum_univ_three] at h
    linarith
  change LinearMap.det T = -1
  rw [det_eq_entries, Matrix.det_fin_three]
  simp only [Matrix.of_apply, hT]
  simp [EuclideanSpace.inner_single_right]
  linear_combination (-2) * hn2

/-- A function of two position vectors in space is invariant under all proper rotations exactly
when it depends only on the two radii and the interparticle distance. -/
theorem rotation_invariant_iff (F : E3 → E3 → β) :
    (∀ A : E3 →ₗᵢ[ℝ] E3, LinearMap.det A.toLinearMap = 1 →
        ∀ x₁ x₂, F (A x₁) (A x₂) = F x₁ x₂) ↔
      ∃ f : ℝ → ℝ → ℝ → β, ∀ x₁ x₂, F x₁ x₂ = f ‖x₁‖ ‖x₂‖ ‖x₁ - x₂‖ := by
  rw [← orthogonal_invariant_iff]
  refine ⟨fun h A x₁ x₂ => ?_, fun h A _ => h A⟩
  rcases det_isometry A with hA | hA
  · exact h A hA x₁ x₂
  -- find a nonzero vector perpendicular to both transformed vectors, then normalise it
  have hk : LinearMap.ker ((innerₛₗ ℝ (A x₁)).prod (innerₛₗ ℝ (A x₂))) ≠ ⊥ :=
    LinearMap.ker_ne_bot_of_finrank_lt (by simp)
  obtain ⟨m, hm, hm0⟩ := Submodule.exists_mem_ne_zero_of_ne_bot hk
  have hm' : inner ℝ (A x₁) m = 0 ∧ inner ℝ (A x₂) m = 0 := by
    simpa [LinearMap.mem_ker] using hm
  have hunit : ‖‖m‖⁻¹ • m‖ = 1 := by
    rw [norm_smul, norm_inv, norm_norm, inv_mul_cancel₀ (norm_ne_zero_iff.mpr hm0)]
  obtain ⟨H, hH, hfix⟩ := exists_mirror _ hunit
  have e₁ : H (A x₁) = A x₁ := hfix _ (by
    rw [real_inner_smul_left, real_inner_comm, hm'.1, mul_zero])
  have e₂ : H (A x₂) = A x₂ := hfix _ (by
    rw [real_inner_smul_left, real_inner_comm, hm'.2, mul_zero])
  have hdet : LinearMap.det (H.comp A).toLinearMap = 1 :=
    (LinearMap.det_comp H.toLinearMap A.toLinearMap).trans (by rw [hH, hA]; norm_num)
  have key : F (H (A x₁)) (H (A x₂)) = F x₁ x₂ := h (H.comp A) hdet x₁ x₂
  rwa [e₁, e₂] at key

/-- The triple product of three vectors, as the determinant of their Cartesian components. -/
def tripleProduct (x : Fin 3 → E3) : ℝ := cartesian.det x

/-- The triple product of three position vectors is invariant under proper rotations, yet it is
not a function of the radii and mutual distances. -/
theorem three_particle_counterexample :
    (∀ A : E3 →ₗᵢ[ℝ] E3, LinearMap.det A.toLinearMap = 1 →
        ∀ x, tripleProduct (fun i => A (x i)) = tripleProduct x) ∧
      ¬ ∃ f : (Fin 3 → ℝ) → (Fin 3 → Fin 3 → ℝ) → ℝ,
        ∀ x, tripleProduct x = f (fun i => ‖x i‖) (fun i j => ‖x i - x j‖) := by
  constructor
  · intro A hA x
    have h := cartesian.det_comp A.toLinearMap x
    rw [hA, one_mul] at h
    exact h
  · rintro ⟨f, hf⟩
    -- inversion keeps every distance but reverses the triple product
    have h1 := hf cartesian
    have h2 := hf (fun i => -cartesian i)
    simp only [← neg_sub', norm_neg] at h2
    have h3 : tripleProduct (fun i => -cartesian i) = -1 := by
      have e : (fun i => -cartesian i) = ⇑((-1 : ℝ) • (LinearMap.id : E3 →ₗ[ℝ] E3)) ∘ cartesian := by
        funext i
        simp
      rw [tripleProduct, e, Basis.det_comp, LinearMap.det_smul, LinearMap.det_id,
        Basis.det_self, finrank_euclideanSpace_fin]
      norm_num
    have h4 : tripleProduct cartesian = 1 := cartesian.det_self
    linarith

end

end SStateReduction
```

```lean
#print axioms SStateReduction.many_particle_invariant_iff
#print axioms SStateReduction.rotation_invariant_iff
#print axioms SStateReduction.three_particle_counterexample
```

```
'SStateReduction.many_particle_invariant_iff' depends on axioms: [propext, Classical.choice, Quot.sound]
'SStateReduction.rotation_invariant_iff' depends on axioms: [propext, Classical.choice, Quot.sound]
'SStateReduction.three_particle_counterexample' depends on axioms: [propext, Classical.choice, Quot.sound]
```

### What the theorems say about wavefunctions

`rotation_invariant_iff` is the statement for two electrons. `E3` is position space with its Euclidean norm, and the origin is the nucleus. A map `A : E3 →ₗᵢ[ℝ] E3` is linear and norm preserving, which in finite dimension makes it orthogonal; the condition `LinearMap.det A.toLinearMap = 1` selects the proper rotations. The theorem says that `F` is unchanged when any such `A` acts on both positions if and only if some `f` satisfies `F x₁ x₂ = f ‖x₁‖ ‖x₂‖ ‖x₁ - x₂‖` everywhere.

The invariance hypothesis stands for zero total orbital angular momentum. It is assumed, not derived from a Hamiltonian, and `F` is the spatial part of the wavefunction, without spin. Its values lie in an arbitrary type `β`, so real and complex functions are both included. Invariance is required at every point, not almost everywhere, and nothing is said about continuity or smoothness of `f`.

`orthogonal_invariant_iff` gives the same equivalence in any finite-dimensional real inner product space `V`, with invariance under all orthogonal maps. `many_particle_invariant_iff` does this for a family of positions indexed by a finite type `ι`, using all radii and mutual distances. `three_particle_counterexample` shows that proper rotations alone are not enough for three particles in space.

### How the Lean proof follows the derivation

`exists_isometry_of_distances` builds the orthogonal map. Its step `hg` obtains the inner products from `norm_sub_sq_real`. The maps `P` and `Q` send coefficients to the combinations of the xᵢ and the yᵢ, and `hPQ` says that these have equal norms. To define L, the proof picks coefficients for each vector in the span through a right inverse `g` of `P`, and then applies `Q`. Step `h0` shows that this choice doesn't matter: a coefficient vector that `P` sends to zero is also sent to zero by `Q`. Mathlib's `LinearIsometry.extend`, called as `L.extend`, supplies the extension to the whole space.

`exists_isometry_pair` specialises this to two vectors. In both invariance theorems for orthogonal maps, `Function.FactorsThrough` expresses that equal distances give equal values of F, and `Function.extend` produces f, including its arbitrary values at unattained distances. The converse is the rewriting with `map_sub` and `A.norm_map`.

For proper rotations, `det_eq_entries` writes the determinant in Cartesian matrix elements, and `det_isometry` takes the determinant of MᵀM = 1. `exists_mirror` constructs H and expands its 3 × 3 determinant; the final `linear_combination` uses the normalisation of n. In `rotation_invariant_iff`, the normal comes from the kernel of the map v ↦ (⟨Ax₁, v⟩, ⟨Ax₂, v⟩). This map goes from three dimensions to two, so its kernel is nonzero, and collinear or vanishing positions need no separate treatment. The equation `key` is the invariance under HA.

The counterexample uses `cartesian.det_comp` for the factor det A, and evaluates the triple product on the Cartesian basis and on its negative.

### Parity, and the integrals of a helium calculation

The mirror argument also settles the parity of two-electron S states. A rotation by π about an axis perpendicular to both x₁ and x₂ sends them to −x₁ and −x₂. Therefore F(−x₁, −x₂) = F(x₁, x₂), and every such state has even parity.

In a variational calculation for helium with a fixed nucleus, the reduction allows S-state trial functions to be written in r₁, r₂ and r₁₂, for example as exp(−α(r₁ + r₂)) times a nonzero polynomial in the three distances, with α > 0 a variational parameter. The polynomial must be symmetric under exchange of r₁ and r₂ for a spin singlet and antisymmetric for a triplet. Integrating out the overall orientation turns a six-dimensional overlap integral into a three-dimensional one with volume element

8π² r₁ r₂ r₁₂ dr₁ dr₂ dr₁₂,

taken over |r₁ − r₂| ≤ r₁₂ ≤ r₁ + r₂. These inequalities describe the attained triples, so the arbitrary values of f elsewhere never enter the integral.
